# A sharp Harnack bound for Lorentzian-broadened spectra with nonnegative weights

## The spectrum as the imaginary part of a finite Lehmann sum

A broadened spectrum can be defined directly as a sum of Lorentzians, or as the imaginary part of a Green's function just above the real axis. These notes take the second definition and derive the Lorentzians from it. For finitely many poles with weights $a_k$ and real energies $e_k$, let

$$G(z)=\sum_k \frac{a_k}{z-e_k},\qquad A(x)=-\operatorname{Im}G(x+i\eta),\qquad \eta>0 .$$

The condition $a_k\ge 0$ holds for a diagonal element of the retarded one-electron Green's function of a ground state, where each weight is the squared modulus of an amplitude for adding or removing an electron. Off-diagonal elements can have negative or complex weights, and the theorem does not cover such weights. The broadening $\eta$ is one number shared by all poles. The customary factor $1/\pi$ is left out; it would cancel in every comparison below.

## What the bound says

Assume $a_k\ge0$ for every $k$. Let $x$ and $y$ be real energies, $d=|x-y|$, and

$$s=\frac{d+\sqrt{d^2+4\eta^2}}{2\eta}.$$

Then

$$A(y)\le s^2A(x).$$

The factor depends only on $d$ and $\eta$, not on the number of poles or their positions. Exchanging $x$ and $y$ gives the lower bound $A(y)\ge A(x)/s^2$. For a computed spectrum with finitely many poles, nonnegative weights and uniform Lorentzian broadening, this limits how much the intensity can change between neighbouring points of an energy grid.

Harnack's inequality in general concerns positive harmonic functions on a domain. The result here treats finite Lehmann sums, compared at two points at the same height $\eta$ above the real axis.

## From one pole to the whole spectrum

**Lorentzians.** For one pole,

$$\frac{1}{x-e+i\eta}=\frac{x-e-i\eta}{(x-e)^2+\eta^2},
\qquad\text{so}\qquad
A(x)=\sum_k\frac{a_k\,\eta}{(x-e_k)^2+\eta^2}.$$

**The number $s$.** It is the positive root of $\eta s^2=ds+\eta$. With $t=d/(2\eta)$ it reads $s=t+\sqrt{1+t^2}=\exp(\operatorname{arsinh}t)$, which is positive.

**One pole.** Put $u=y-e$ and $\delta=x-y$, so that $x-e=u+\delta$ and $\delta^2=d^2$. The quantity that should be nonnegative is

$$g=s^2(u^2+\eta^2)-\big((u+\delta)^2+\eta^2\big)
=(s^2-1)(u^2+\eta^2)-2u\delta-d^2 .$$

The quadratic equation gives $s^2-1=ds/\eta$. Multiplying by $s\eta d$,

$$s\eta d\,g=s^2d^2u^2-2s\eta d\,\delta u+\eta d^2(\eta s^2-ds)
=s^2d^2u^2-2s\eta d\,\delta u+\eta^2d^2=(sdu-\eta\delta)^2 .$$

For $d>0$ the factor $s\eta d$ is positive, hence $g\ge0$. Dividing by the two positive denominators and multiplying by $a\eta\ge0$ gives

$$\frac{a\eta}{(y-e)^2+\eta^2}\le s^2\,\frac{a\eta}{(x-e)^2+\eta^2}.$$

For $d=0$ we have $s=1$, and the two sides agree.

**All poles.** Adding these inequalities over $k$ gives $A(y)\le s^2A(x)$.

**Equality.** Let $x\ne y$. Equality of the sums forces equality in every term, because no term on the left exceeds its partner. A term with $a_k=0$ imposes nothing. A term with $a_k>0$ requires the square to vanish, that is,

$$e_k=e^*=y-\frac{\eta(x-y)}{s\,d}.$$

This energy lies a distance $\eta/s$ from $y$, on the side away from $x$.

**Sharpness.** A single pole of unit weight at $e^*$ has $A(y)=s^2A(x)$ with $A(x)>0$. A constant $K$ valid for every single-pole spectrum therefore satisfies $K\ge s^2$. If $x=y$, any pole gives $K\ge1=s^2$.

**A simpler factor.** For $t\ge0$, $\operatorname{arsinh}t\le t$, so $s^2=\exp(2\operatorname{arsinh}t)\le\exp(d/\eta)$. Since $A(x)\ge0$, it follows that $A(y)\le \exp(d/\eta)\,A(x)$.

## Numbers for one pole

Take $\eta=2$, $x=0$, $y=3$ in any energy unit. Then $d=3$, $\sqrt{9+16}=5$, $s=2$ and $s^2=4$. The extremal pole lies at $e^*=3+2/2=4$. With unit weight there,

$$A(3)=\frac{2}{1+4}=\frac25,\qquad A(0)=\frac{2}{16+4}=\frac1{10},$$

and the ratio is exactly 4. A pole at $y=3$ itself gives $A(3)=1/2$ and $A(0)=2/13$, with the smaller ratio $13/4$. The exponential factor is $\exp(3/2)\approx4.48$.

## The statement in Lean

The poles are labelled by a finite type `ι`, which may be empty. The functions `a e : ι → ℝ` give weights and energies; energies may coincide. `lehmann a e z` is $G(z)$ as a complex number, and `broadened a e η x` is $A(x)$. `harnackRoot η d` is $s$, and `extremalPole η x y` is $e^*$.

The main theorem, `harnack_bound`, assumes `0 < η` and `∀ k, 0 ≤ a k`, and displays the constant in full. `harnack_eq_iff` adds `x ≠ y` and characterises equality. `harnack_constant_optimal` fixes $\eta$, $x$ and $y$, and assumes that $K$ works for all spectra with one pole of unit weight, modelled by the one-element type `Unit`. `exponential_bound` is the simpler estimate.

No Hamiltonian or many-body state appears: the Lehmann form and the signs of the weights are inputs. Continuous spectra and pole-dependent broadenings are not covered.

```lean
import Mathlib

open Finset

namespace BroadenedSpectrumHarnack

noncomputable section

variable {ι : Type*} [Fintype ι]

/-- The Green's function in Lehmann form, with weights `a k` and pole energies `e k`. -/
def lehmann (a e : ι → ℝ) (z : ℂ) : ℂ := ∑ k, (a k : ℂ) / (z - (e k : ℂ))

/-- The broadened spectrum: minus the imaginary part of the Green's function at `x + i η`. -/
def broadened (a e : ι → ℝ) (η x : ℝ) : ℝ :=
  -(lehmann a e ((x : ℂ) + (η : ℂ) * Complex.I)).im

/-- The square root of the Harnack constant for two energies a distance `d` apart. -/
def harnackRoot (η d : ℝ) : ℝ := (d + Real.sqrt (d ^ 2 + 4 * η ^ 2)) / (2 * η)

/-- For `0 < η` and `x ≠ y`, the pole energy at a distance `η / harnackRoot η |x - y|` from `y`, on
the side away from `x`. For `x = y` the formula returns `y`. -/
def extremalPole (η x y : ℝ) : ℝ :=
  y - η * (x - y) / (harnackRoot η |x - y| * |x - y|)

/-- The broadened spectrum is a weighted sum of Lorentzians of half-width `η`. -/
theorem broadened_eq_lorentzians (a e : ι → ℝ) (η x : ℝ) :
    broadened a e η x = ∑ k, a k * η / ((x - e k) ^ 2 + η ^ 2) := by
  unfold broadened lehmann
  rw [Complex.im_sum, ← Finset.sum_neg_distrib]
  apply Finset.sum_congr rfl
  intro k _
  have hre : ((x : ℂ) + (η : ℂ) * Complex.I - (e k : ℂ)).re = x - e k := by simp
  have him : ((x : ℂ) + (η : ℂ) * Complex.I - (e k : ℂ)).im = η := by simp
  rw [Complex.div_im, Complex.normSq_apply, hre, him, Complex.ofReal_re, Complex.ofReal_im]
  ring

/-- The Harnack root `s` solves the quadratic equation `η s² = d s + η`. -/
theorem harnackRoot_quadratic {η : ℝ} (hη : 0 < η) (d : ℝ) :
    η * harnackRoot η d ^ 2 = d * harnackRoot η d + η := by
  have h := Real.sq_sqrt (show 0 ≤ d ^ 2 + 4 * η ^ 2 by positivity)
  unfold harnackRoot
  generalize Real.sqrt (d ^ 2 + 4 * η ^ 2) = r at h ⊢
  have key : η * ((d + r) / (2 * η)) ^ 2 - (d * ((d + r) / (2 * η)) + η)
      = (r ^ 2 - (d ^ 2 + 4 * η ^ 2)) / (4 * η) := by
    field_simp
    ring
  rw [h, sub_self, zero_div] at key
  linarith

/-- The Harnack root is the exponential of `arsinh (d / (2 η))`. -/
theorem harnackRoot_eq_exp {η : ℝ} (hη : 0 < η) (d : ℝ) :
    harnackRoot η d = Real.exp (Real.arsinh (d / (2 * η))) := by
  have h : 1 + (d / (2 * η)) ^ 2 = (d ^ 2 + 4 * η ^ 2) / (2 * η) ^ 2 := by
    field_simp
    ring
  rw [Real.exp_arsinh, h, Real.sqrt_div' _ (by positivity), Real.sqrt_sq (by positivity)]
  unfold harnackRoot
  ring

/-- For one pole at `e`, the difference `s² ((y - e)² + η²) - ((x - e)² + η²)`, with `s` the Harnack
root at distance `|x - y|`, becomes a perfect square when multiplied by `s η |x - y|`. -/
theorem pole_gap {η : ℝ} (hη : 0 < η) (x y e : ℝ) :
    (harnackRoot η |x - y| ^ 2 * ((y - e) ^ 2 + η ^ 2) - ((x - e) ^ 2 + η ^ 2))
        * (harnackRoot η |x - y| * η * |x - y|)
      = (harnackRoot η |x - y| * |x - y| * (y - e) - η * (x - y)) ^ 2 := by
  have h := harnackRoot_quadratic hη |x - y|
  have hd : |x - y| ^ 2 = (x - y) ^ 2 := sq_abs _
  generalize harnackRoot η |x - y| = s at h ⊢
  generalize |x - y| = d at h hd ⊢
  linear_combination (s * d * ((y - e) ^ 2 + η ^ 2) + d ^ 2 * η) * h
    + (s * η * d + η ^ 2) * hd

private lemma root_pos {η : ℝ} (hη : 0 < η) (d : ℝ) : 0 < harnackRoot η d := by
  rw [harnackRoot_eq_exp hη]
  exact Real.exp_pos _

private lemma root_zero {η : ℝ} (hη : 0 < η) : harnackRoot η 0 ^ 2 = 1 := by
  have h := harnackRoot_quadratic hη 0
  exact mul_left_cancel₀ hη.ne' (by linarith)

private lemma term_le {η a : ℝ} (hη : 0 < η) (ha : 0 ≤ a) (x y e : ℝ) :
    a * η / ((y - e) ^ 2 + η ^ 2)
      ≤ harnackRoot η |x - y| ^ 2 * (a * η / ((x - e) ^ 2 + η ^ 2)) := by
  have hX : 0 < (x - e) ^ 2 + η ^ 2 := by positivity
  have hY : 0 < (y - e) ^ 2 + η ^ 2 := by positivity
  rcases eq_or_ne x y with hxy | hxy
  · rw [hxy, sub_self, abs_zero, root_zero hη, one_mul]
  · have hd : 0 < |x - y| := abs_pos.mpr (sub_ne_zero.mpr hxy)
    have hp := mul_pos (mul_pos (root_pos hη |x - y|) hη) hd
    -- the gap is a square divided by a positive number
    have g : 0 ≤ harnackRoot η |x - y| ^ 2 * ((y - e) ^ 2 + η ^ 2)
        - ((x - e) ^ 2 + η ^ 2) := by
      refine le_of_mul_le_mul_right ?_ hp
      rw [zero_mul, pole_gap hη]
      exact sq_nonneg _
    have h := mul_nonneg (mul_nonneg ha hη.le) g
    rw [← mul_div_assoc, div_le_div_iff₀ hY hX]
    linarith

private lemma term_eq_iff {η a x y : ℝ} (hη : 0 < η) (ha : a ≠ 0) (hxy : x ≠ y) (e : ℝ) :
    a * η / ((y - e) ^ 2 + η ^ 2)
      = harnackRoot η |x - y| ^ 2 * (a * η / ((x - e) ^ 2 + η ^ 2))
      ↔ e = extremalPole η x y := by
  have hX : (x - e) ^ 2 + η ^ 2 ≠ 0 := by positivity
  have hY : (y - e) ^ 2 + η ^ 2 ≠ 0 := by positivity
  have hd : 0 < |x - y| := abs_pos.mpr (sub_ne_zero.mpr hxy)
  have hs := root_pos hη |x - y|
  have hsd := mul_pos hs hd
  have hp := mul_pos (mul_pos hs hη) hd
  have q := pole_gap hη x y e
  rw [← mul_div_assoc, div_eq_div_iff hY hX]
  constructor
  · intro h
    have g : harnackRoot η |x - y| ^ 2 * ((y - e) ^ 2 + η ^ 2)
        - ((x - e) ^ 2 + η ^ 2) = 0 :=
      mul_left_cancel₀ (mul_ne_zero ha hη.ne') (by linear_combination -h)
    rw [g, zero_mul] at q
    have z := (pow_eq_zero_iff two_ne_zero).mp q.symm
    have t : η * (x - y) / (harnackRoot η |x - y| * |x - y|) = y - e := by
      rw [div_eq_iff hsd.ne']
      linear_combination -z
    rw [extremalPole, t]
    ring
  · intro h
    have t : η * (x - y) / (harnackRoot η |x - y| * |x - y|) = y - e := by
      rw [h, extremalPole]
      ring
    rw [div_eq_iff hsd.ne'] at t
    have z : harnackRoot η |x - y| * |x - y| * (y - e) - η * (x - y) = 0 := by
      linear_combination -t
    rw [z] at q
    have g := (mul_eq_zero.mp (q.trans (by norm_num))).resolve_right hp.ne'
    linear_combination -(a * η) * g

/-- Harnack bound: a broadened spectrum with nonnegative weights changes between the energies
`x` and `y` by at most a factor fixed by `|x - y|` and the broadening `η`. -/
theorem harnack_bound {a e : ι → ℝ} {η : ℝ} (hη : 0 < η) (ha : ∀ k, 0 ≤ a k) (x y : ℝ) :
    broadened a e η y
      ≤ ((|x - y| + Real.sqrt (|x - y| ^ 2 + 4 * η ^ 2)) / (2 * η)) ^ 2
        * broadened a e η x := by
  change _ ≤ harnackRoot η |x - y| ^ 2 * _
  rw [broadened_eq_lorentzians, broadened_eq_lorentzians, Finset.mul_sum]
  exact Finset.sum_le_sum fun k _ => term_le hη (ha k) x y (e k)

/-- For distinct energies the Harnack bound is an equality exactly when every pole of nonzero
weight lies at the extremal energy. -/
theorem harnack_eq_iff {a e : ι → ℝ} {η x y : ℝ} (hη : 0 < η) (ha : ∀ k, 0 ≤ a k)
    (hxy : x ≠ y) :
    broadened a e η y = harnackRoot η |x - y| ^ 2 * broadened a e η x
      ↔ ∀ k, a k ≠ 0 → e k = extremalPole η x y := by
  rw [broadened_eq_lorentzians, broadened_eq_lorentzians, Finset.mul_sum,
    Finset.sum_eq_sum_iff_of_le fun k _ => term_le hη (ha k) x y (e k)]
  constructor
  · intro h k hk
    exact (term_eq_iff hη hk hxy (e k)).mp (h k (Finset.mem_univ k))
  · intro h k _
    by_cases hk : a k = 0
    · simp [hk]
    · exact (term_eq_iff hη hk hxy (e k)).mpr (h k hk)

/-- Any constant `K` that bounds the ratio for all spectra with a single pole of unit weight
is at least the Harnack constant. -/
theorem harnack_constant_optimal {η x y K : ℝ} (hη : 0 < η)
    (hK : ∀ p : ℝ, broadened (fun _ : Unit => 1) (fun _ => p) η y
      ≤ K * broadened (fun _ : Unit => 1) (fun _ => p) η x) :
    harnackRoot η |x - y| ^ 2 ≤ K := by
  -- test the assumed bound on a pole at the extremal energy
  have heq : broadened (fun _ : Unit => 1) (fun _ => extremalPole η x y) η y
      = harnackRoot η |x - y| ^ 2
        * broadened (fun _ : Unit => 1) (fun _ => extremalPole η x y) η x := by
    rcases eq_or_ne x y with hxy | hxy
    · rw [hxy, sub_self, abs_zero, root_zero hη, one_mul]
    · exact (harnack_eq_iff hη (fun _ => zero_le_one) hxy).mpr fun _ _ => rfl
  have hpos : 0 < broadened (fun _ : Unit => 1) (fun _ => extremalPole η x y) η x := by
    rw [broadened_eq_lorentzians]
    refine Finset.sum_pos (fun k _ => ?_) Finset.univ_nonempty
    show (0 : ℝ) < 1 * η / ((x - extremalPole η x y) ^ 2 + η ^ 2)
    positivity
  exact le_of_mul_le_mul_right (heq.symm.le.trans (hK _)) hpos

/-- A broadened spectrum with nonnegative weights grows at most by the factor
`exp (|x - y| / η)` between `x` and `y`. -/
theorem exponential_bound {a e : ι → ℝ} {η : ℝ} (hη : 0 < η) (ha : ∀ k, 0 ≤ a k) (x y : ℝ) :
    broadened a e η y ≤ Real.exp (|x - y| / η) * broadened a e η x := by
  have hA : 0 ≤ broadened a e η x := by
    rw [broadened_eq_lorentzians]
    exact Finset.sum_nonneg fun k _ =>
      div_nonneg (mul_nonneg (ha k) hη.le) (by positivity)
  have ht : 0 ≤ |x - y| / (2 * η) := by positivity
  -- arsinh t ≤ t for t ≥ 0, because t ≤ sinh t
  have hars : Real.arsinh (|x - y| / (2 * η)) ≤ |x - y| / (2 * η) := by
    have h := Real.arsinh_le_arsinh.mpr (Real.self_le_sinh_iff.mpr ht)
    rwa [Real.arsinh_sinh] at h
  have hC : harnackRoot η |x - y| ^ 2 ≤ Real.exp (|x - y| / η) := by
    rw [harnackRoot_eq_exp hη, sq, ← Real.exp_add]
    apply Real.exp_le_exp.mpr
    have h2 : |x - y| / η = |x - y| / (2 * η) + |x - y| / (2 * η) := by ring
    linarith
  exact (harnack_bound hη ha x y).trans (mul_le_mul_of_nonneg_right hC hA)

end

end BroadenedSpectrumHarnack
```

```lean
#print axioms BroadenedSpectrumHarnack.harnack_bound
#print axioms BroadenedSpectrumHarnack.harnack_constant_optimal
#print axioms BroadenedSpectrumHarnack.exponential_bound
```

```
'BroadenedSpectrumHarnack.harnack_bound' depends on axioms: [propext, Classical.choice, Quot.sound]
'BroadenedSpectrumHarnack.harnack_constant_optimal' depends on axioms: [propext, Classical.choice, Quot.sound]
'BroadenedSpectrumHarnack.exponential_bound' depends on axioms: [propext, Classical.choice, Quot.sound]
```

## How the proof follows the calculation

`broadened_eq_lorentzians` moves the imaginary part inside the sum and computes it for each quotient from the real and imaginary parts of the denominator.

`harnackRoot_quadratic` names the square root `r` and uses only $r^2=d^2+4\eta^2$. `harnackRoot_eq_exp` identifies $s$ with the exponential of an arsinh, from which `root_pos` reads off positivity. `root_zero` supplies $s^2=1$ at zero distance.

The perfect square is `pole_gap`. There `generalize` turns $s$ and $d$ into plain variables, keeping the quadratic equation and $d^2=(x-y)^2$. The `linear_combination` step states which multiples of these two equations turn one side of the identity into the other, replacing the substitutions made by hand.

`term_le` is the one-pole inequality. It separates $x=y$ from $x\neq y$, cancels the positive factor $s\eta d$ in the second case, and clears the Lorentzian denominators. `term_eq_iff` follows the same route with equalities: a vanishing gap makes the square vanish, which locates the pole, and the argument is then run backwards.

`harnack_bound` rewrites both spectra as Lorentzian sums and applies `Finset.sum_le_sum`. For `harnack_eq_iff`, `Finset.sum_eq_sum_iff_of_le` reduces equality of the sums to equality of each term; a case split on `a k = 0` deals with poles that carry no weight.

`harnack_constant_optimal` evaluates the assumed bound at the extremal pole and cancels the positive value of $A(x)$. `exponential_bound` obtains $\operatorname{arsinh}t\le t$ from $t\le\sinh t$ and the monotonicity of arsinh, then combines it with the main bound.

## Replacing the sum by a measure

Another model would describe the spectral weight by a finite positive measure $\mu$ on the energy axis,

$$A(x)=\int\frac{\eta}{(x-e)^2+\eta^2}\,d\mu(e).$$

This would include the continuous spectra of extended systems. The one-pole inequality would be unchanged and would be integrated instead of summed, with the same constant. The proof would then need measurability and integrability, and the equality condition for $x\neq y$ would say that $\mu$ has no weight away from $e^*$. The finite sum keeps the argument algebraic and matches a spectrum computed from a finite list of poles.
